# Spin–charge factorisation of hopping in the infinite-U open Hubbard chain

An infinite on-site repulsion $U$ is built into the state space here: a site is empty, up or down, and a doubly occupied site cannot be written down. No limit $U\to\infty$ is taken. The hopping matrix is defined directly by its amplitudes, without fermionic signs. This agrees with fermions whose creation operators are ordered along the chain, because a particle hopping to an empty neighbouring site passes no other particle.

## A hop moves a particle but not its place in the order

Let $S=\{x_0<\dots<x_{N-1}\}$ be the occupied sites of a chain of $L$ sites, and let $w=(w_0,\dots,w_{N-1})$ be a word of spins. Write $F(S,w)$ for the configuration with spin $w_k$ at $x_k$ and all other sites empty. Every $N$-particle configuration arises from exactly one pair: $S$ is its set of occupied sites, and $w$ is read off from left to right. There are therefore $\binom{L}{N}2^N$ configurations.

Now let the particle at $i=x_m$ hop to an empty site $j$ with $|i-j|=1$. The new occupied set is $S_{ij}=(S\setminus\{i\})\cup\{j\}$. If $k<m$, then $x_k\le i-1\le j$, and $x_k\ne j$ because $j$ was empty, so $x_k<j$. If $k>m$, then $x_k\ge i+1\ge j$, and likewise $x_k>j$. Replacing $x_m$ by $j$ thus leaves the list increasing, and the hop takes $F(S,w)$ to $F(S_{ij},w)$.

Let $t_{ij}$ be the amplitude for a hop from $i$ to $j$, $H$ the hopping matrix with spin and $T$ the spinless one. Summing over neighbours $i,j$ with $i\in S$ and $j\notin S$,

$$H_{(S',w'),(S,w)}=\sum_{i,j}t_{ij}\,\delta_{S',S_{ij}}\,\delta_{w',w}=T_{S'S}\,\delta_{w'w}.$$

Hence $H=T\otimes 1$ in these coordinates, where $1$ is the identity on spin words, and for every complex number $z$

$$\det(z-H)=\det\big((z-T)\otimes 1\big)=\det(z-T)^{2^N}.$$

For this chain with nearest-neighbour hopping only, the spectrum is that of $N$ spinless fermions with the same hopping amplitudes, with every algebraic multiplicity multiplied by $2^N$.

## Configurations and hopping matrices in Lean

```lean
import Mathlib

open scoped Kronecker

namespace InfiniteUHubbardChain

noncomputable section

variable {L N : ℕ}
```

Sites are numbered from 0 by `Fin L`. A spinless state is a set of $N$ of them.

```lean
/-- The sets of `N` occupied sites on a chain of `L` sites: the states of `N` spinless particles. -/
abbrev Sites (L N : ℕ) := {S : Finset (Fin L) // S.card = N}
```

With spin, a site carries a value of `Option Bool`, and the particle number is the number of sites that are not `none`.

```lean
/-- The occupied sites of a configuration in which each site is empty (`none`), up (`some true`)
or down (`some false`). -/
def occupied (c : Fin L → Option Bool) : Finset (Fin L) :=
  Finset.univ.filter (fun i => c i ≠ none)

/-- The configurations of the chain with `N` particles and no doubly occupied site. -/
abbrev Config (L N : ℕ) := {c : Fin L → Option Bool // (occupied c).card = N}
```

The functions `position` and `fill` are $x_k$ and $F(S,w)$.

```lean
/-- The site of the `k`-th particle, counted from the left end of the chain. -/
def position (S : Sites L N) (k : Fin N) : Fin L := S.1.orderEmbOfFin S.2 k

/-- Write the spin word `w` from left to right on the occupied sites `S`. -/
def fill (S : Sites L N) (w : Fin N → Bool) (i : Fin L) : Option Bool :=
  if h : i ∈ S.1 then some (w ((S.1.orderIsoOfFin S.2).symm ⟨i, h⟩)) else none
```

The chain is open, so its two ends are not joined; rings and longer hops are not covered.

```lean
/-- Two sites are neighbours on the open chain. -/
abbrev Neighbour (i j : Fin L) : Prop := i.val + 1 = j.val ∨ j.val + 1 = i.val
```

A move empties $i$ and writes its former content on $j$.

```lean
/-- Take the particle at site `i`, with its spin, and put it on site `j`. -/
def moveParticle (c : Fin L → Option Bool) (i j : Fin L) : Fin L → Option Bool :=
  Function.update (Function.update c i none) j (c i)
```

In both matrices the row is the final state and the column the initial one. The amplitudes `t i j` are arbitrary complex numbers, and may depend on bond and direction; both matrices are Hermitian when $t_{ji}=\overline{t_{ij}}$ on neighbouring sites.

```lean
/-- The infinite-`U` hopping matrix: a particle hops from `i` to an empty neighbouring site `j`
with amplitude `t i j`. -/
def hubbardHop (t : Fin L → Fin L → ℂ) : Matrix (Config L N) (Config L N) ℂ :=
  fun c' c => ∑ i, ∑ j, if Neighbour i j ∧ c.1 i ≠ none ∧ c.1 j = none ∧
    c'.1 = moveParticle c.1 i j then t i j else 0

/-- The hopping matrix of spinless particles with the same amplitudes. -/
def spinlessHop (t : Fin L → Fin L → ℂ) : Matrix (Sites L N) (Sites L N) ℂ :=
  fun S' S => ∑ i, ∑ j, if Neighbour i j ∧ i ∈ S.1 ∧ j ∉ S.1 ∧
    S'.1 = insert j (S.1.erase i) then t i j else 0
```

## Reading a configuration as sites and a word

The first two lemmas translate between occupation and membership, and recover the letter $w_k$ at $x_k$.

```lean
/-- A site is occupied exactly when it is not empty. -/
theorem mem_occupied {c : Fin L → Option Bool} {i : Fin L} : i ∈ occupied c ↔ c i ≠ none := by
  simp [occupied]

/-- The `k`-th particle from the left carries the `k`-th letter of the spin word. -/
theorem fill_position (S : Sites L N) (w : Fin N → Bool) (k : Fin N) :
    fill S w (position S k) = some (w k) := by
  have h : position S k ∈ S.1 := Finset.orderEmbOfFin_mem _ _ k
  have hk : (S.1.orderIsoOfFin S.2).symm ⟨position S k, h⟩ = k := by
    rw [OrderIso.symm_apply_eq]
    exact Subtype.ext rfl
  unfold fill
  rw [dif_pos h, hk]
```

To identify a configuration as $F(S,w)$, it is enough to check the empty sites and the ordered spins.

```lean
/-- A configuration is fixed by its empty sites and the spins of its particles in order. -/
theorem fill_unique (S : Sites L N) (w : Fin N → Bool) (c : Fin L → Option Bool)
    (h0 : ∀ i, i ∉ S.1 → c i = none) (h1 : ∀ k, c (position S k) = some (w k)) :
    c = fill S w := by
  funext x
  by_cases h : x ∈ S.1
  · have hx : x ∈ Set.range (S.1.orderEmbOfFin S.2) := by
      rw [Finset.range_orderEmbOfFin]
      exact h
    obtain ⟨k, rfl⟩ := hx
    exact (h1 k).trans (fill_position S w k).symm
  · rw [h0 x h]
    simp [fill, h]
```

Conversely, $F(S,w)$ determines $S$ as its occupied set, and then $w$ by evaluation at each $x_k$.

```lean
/-- Writing a spin word on the sites `S` occupies exactly the sites `S`. -/
theorem occupied_fill (S : Sites L N) (w : Fin N → Bool) : occupied (fill S w) = S.1 := by
  ext i
  by_cases h : i ∈ S.1 <;> simp [occupied, fill, h]

/-- The configuration determines both the occupied sites and the spin word. -/
theorem fill_injective {S S' : Sites L N} {w w' : Fin N → Bool} (h : fill S w = fill S' w') :
    S = S' ∧ w = w' := by
  have hS : S = S' := Subtype.ext (by rw [← occupied_fill S w, h, occupied_fill])
  subst hS
  refine ⟨rfl, funext fun k => ?_⟩
  have hk := congrFun h (position S k)
  rw [fill_position, fill_position] at hk
  exact Option.some.inj hk
```

These facts give the bijection. For surjectivity, `choose` collects the spins found at the ordered positions into a word.

```lean
/-- The bijection between pairs (occupied sites, spin word) and configurations. -/
def chargeSpin : Sites L N × (Fin N → Bool) ≃ Config L N :=
  Equiv.ofBijective
    (fun p => ⟨fill p.1 p.2, by rw [occupied_fill]; exact p.1.2⟩) <| by
    constructor
    · rintro ⟨S, w⟩ ⟨S', w'⟩ h
      obtain ⟨h1, h2⟩ := fill_injective (congrArg Subtype.val h)
      exact Prod.ext h1 h2
    · rintro ⟨c, hc⟩
      -- read off the spins of the particles from left to right
      have hk : ∀ k, ∃ s, c (position (⟨occupied c, hc⟩ : Sites L N) k) = some s := fun k =>
        Option.ne_none_iff_exists'.mp (mem_occupied.mp (Finset.orderEmbOfFin_mem _ hc k))
      choose w hw using hk
      refine ⟨(⟨occupied c, hc⟩, w), Subtype.ext (fill_unique _ _ _ (fun i hi => ?_) hw).symm⟩
      by_contra hne
      exact hi (mem_occupied.mpr hne)
```

## The word survives a hop

The next lemma is the ordering argument. The replaced list lies in the new set and is strictly increasing, so it is the increasing enumeration of that set, which is unique. The inequalities for $k<m$ and $k>m$ are settled by `omega`.

```lean
/-- A hop from `i` to an empty neighbour `j` keeps the order of the particles: the `k`-th particle
stays the `k`-th, and only the one at `i` changes its site. -/
theorem position_move {S S' : Sites L N} {i j : Fin L} (hij : Neighbour i j)
    (hj : j ∉ S.1) (hS' : S'.1 = insert j (S.1.erase i)) (k : Fin N) :
    position S' k = if position S k = i then j else position S k := by
  have hm : ∀ k, position S k ∈ S.1 := fun k => Finset.orderEmbOfFin_mem _ _ k
  have hne : ∀ k, (position S k).val ≠ j.val := fun k h => hj (Fin.ext h ▸ hm k)
  -- the increasing enumeration of a finite set is unique
  have key := Finset.orderEmbOfFin_unique S'.2
    (f := fun k => if position S k = i then j else position S k)
    (by
      intro k
      rw [hS']
      have hk := hm k
      by_cases h : position S k = i
      · simp [h]
      · simp [h, hk])
    (by
      intro a b hab
      have hlt : (position S a).val < (position S b).val :=
        (S.1.orderEmbOfFin S.2).strictMono hab
      have ha := hne a
      have hb := hne b
      dsimp only
      split_ifs with h1 h2 h2 <;> simp only [Fin.ext_iff, Fin.lt_def] at h1 h2 ⊢ <;> omega)
  exact (congrFun key k).symm
```

The moved configuration then passes the test of `fill_unique` with the same word.

```lean
/-- A hop to an empty neighbouring site changes the occupied sites and leaves the spin word
as it is. -/
theorem fill_move {S S' : Sites L N} {i j : Fin L} (hij : Neighbour i j)
    (hj : j ∉ S.1) (hS' : S'.1 = insert j (S.1.erase i)) (w : Fin N → Bool) :
    moveParticle (fill S w) i j = fill S' w := by
  apply fill_unique
  · intro x hx
    rw [hS'] at hx
    simp only [Finset.mem_insert, Finset.mem_erase, not_or, not_and] at hx
    unfold moveParticle
    rw [Function.update_of_ne hx.1]
    by_cases h : x = i
    · rw [h, Function.update_self]
    · rw [Function.update_of_ne h]
      simp [fill, hx.2 h]
  · intro k
    have hm : position S k ∈ S.1 := Finset.orderEmbOfFin_mem _ _ k
    have hne : position S k ≠ j := fun h => hj (h ▸ hm)
    rw [position_move hij hj hS' k]
    unfold moveParticle
    by_cases h : position S k = i
    · rw [if_pos h, Function.update_self, ← h, fill_position]
    · rw [if_neg h, Function.update_of_ne hne, Function.update_of_ne h, fill_position]
```

## Factorisation, dimension and determinant

In the main theorem, `submatrix chargeSpin chargeSpin` rewrites $H$ in the coordinates $(S,w)$, and `⊗ₖ` is the Kronecker product. The proof compares the two double sums term by term. Its statement `key` says that a hop with spin connects the two states exactly when the spinless hop does and $w'=w$.

```lean
/-- In the coordinates (occupied sites, spin word), the hopping matrix of the infinite-`U` open
Hubbard chain is the spinless hopping matrix tensor the identity on spin words. -/
theorem hubbardHop_eq_spinless_kronecker_one (t : Fin L → Fin L → ℂ) :
    (hubbardHop t).submatrix chargeSpin chargeSpin =
      spinlessHop t ⊗ₖ (1 : Matrix (Fin N → Bool) (Fin N → Bool) ℂ) := by
  ext ⟨S', w'⟩ ⟨S, w⟩
  rw [Matrix.submatrix_apply, Matrix.kroneckerMap_apply, Matrix.one_apply]
  change (∑ i, ∑ j, if Neighbour i j ∧ fill S w i ≠ none ∧ fill S w j = none ∧
      fill S' w' = moveParticle (fill S w) i j then t i j else 0) =
    (∑ i, ∑ j, if Neighbour i j ∧ i ∈ S.1 ∧ j ∉ S.1 ∧
      S'.1 = insert j (S.1.erase i) then t i j else 0) * (if w' = w then 1 else 0)
  have hocc : ∀ x, fill S w x ≠ none ↔ x ∈ S.1 := fun x => by
    rw [← mem_occupied, occupied_fill]
  rw [Finset.sum_mul]
  refine Finset.sum_congr rfl fun i _ => ?_
  rw [Finset.sum_mul]
  refine Finset.sum_congr rfl fun j _ => ?_
  -- a hop is allowed exactly when the spinless hop is allowed and the words agree
  have key : (Neighbour i j ∧ fill S w i ≠ none ∧ fill S w j = none ∧
      fill S' w' = moveParticle (fill S w) i j) ↔
      ((Neighbour i j ∧ i ∈ S.1 ∧ j ∉ S.1 ∧ S'.1 = insert j (S.1.erase i)) ∧ w' = w) := by
    constructor
    · rintro ⟨hn, hi, hj, he⟩
      have hi' : i ∈ S.1 := (hocc i).mp hi
      have hj' : j ∉ S.1 := fun h => (hocc j).mpr h hj
      have hcard : (insert j (S.1.erase i)).card = N := by
        rw [Finset.card_insert_of_notMem (fun h => hj' (Finset.mem_of_mem_erase h)),
          Finset.card_erase_add_one hi', S.2]
      rw [fill_move (S' := ⟨insert j (S.1.erase i), hcard⟩) hn hj' rfl w] at he
      obtain ⟨h1, h2⟩ := fill_injective he
      exact ⟨⟨hn, hi', hj', congrArg Subtype.val h1⟩, h2⟩
    · rintro ⟨⟨hn, hi, hj, hS⟩, hw⟩
      refine ⟨hn, (hocc i).mpr hi, not_not.mp (fun h => hj ((hocc j).mp h)), ?_⟩
      rw [hw, fill_move hn hj hS w]
  by_cases hw : w' = w
  · rw [if_pos hw, mul_one]
    exact if_congr (key.trans (and_iff_left hw)) rfl rfl
  · rw [if_neg hw, mul_zero]
    exact if_neg fun h => hw (key.mp h).2
```

The dimension follows by counting pairs.

```lean
/-- The number of `N`-particle configurations is `C(L, N) * 2 ^ N`. -/
theorem card_config : Fintype.card (Config L N) = L.choose N * 2 ^ N := by
  rw [← Fintype.card_congr (chargeSpin (L := L) (N := N)), Fintype.card_prod,
    Fintype.card_finset_len]
  simp
```

For the determinant, the factorisation is extended to $z-H$. Relabelling the basis leaves the determinant unchanged, and the Kronecker determinant formula supplies the power $2^N$.

```lean
/-- The characteristic determinant of the infinite-`U` hopping matrix is the `2 ^ N`-th power of
that of the spinless hopping matrix. -/
theorem det_hubbardHop (t : Fin L → Fin L → ℂ) (z : ℂ) :
    (z • (1 : Matrix (Config L N) (Config L N) ℂ) - hubbardHop t).det =
      (z • (1 : Matrix (Sites L N) (Sites L N) ℂ) - spinlessHop t).det ^ (2 ^ N) := by
  have h : (z • (1 : Matrix (Config L N) (Config L N) ℂ) - hubbardHop t).submatrix
      chargeSpin chargeSpin = (z • (1 : Matrix (Sites L N) (Sites L N) ℂ) - spinlessHop t) ⊗ₖ
        (1 : Matrix (Fin N → Bool) (Fin N → Bool) ℂ) := by
    ext ⟨S', w'⟩ ⟨S, w⟩
    have hpq := congrFun (congrFun (hubbardHop_eq_spinless_kronecker_one t) (S', w')) (S, w)
    simp only [Matrix.submatrix_apply, Matrix.kroneckerMap_apply, Matrix.sub_apply,
      Matrix.smul_apply] at hpq ⊢
    rw [hpq, sub_mul]
    congr 1
    simp only [Matrix.one_apply, EmbeddingLike.apply_eq_iff_eq, Prod.mk.injEq, ite_and,
      smul_eq_mul]
    split_ifs <;> simp
  rw [← Matrix.det_submatrix_equiv_self chargeSpin, h, Matrix.det_kronecker, Matrix.det_one,
    one_pow, mul_one]
  congr 1
  simp

end

end InfiniteUHubbardChain
```

```lean
#print axioms InfiniteUHubbardChain.hubbardHop_eq_spinless_kronecker_one
#print axioms InfiniteUHubbardChain.card_config
#print axioms InfiniteUHubbardChain.det_hubbardHop
```

```
'InfiniteUHubbardChain.hubbardHop_eq_spinless_kronecker_one' depends on axioms: [propext, Classical.choice, Quot.sound]
'InfiniteUHubbardChain.card_config' depends on axioms: [propext, Classical.choice, Quot.sound]
'InfiniteUHubbardChain.det_hubbardHop' depends on axioms: [propext, Classical.choice, Quot.sound]
```
